# A continuous, confined one-dimensional charge density has no outside potential exactly when its charge and dipole vanish

## Charge, dipole and potential of a planar density

Let $n(y)$ be a charge density that varies along one direction only and is uniform in the two others. The letter $n$ stands for charge, with either sign allowed, and not for the number density of electrons. In Gaussian units its potential at $x$ is taken to be

$$\varphi(x) = -2\pi\int |x-y|\,n(y)\,dy ,$$

which solves $\varphi''=-4\pi n$. The kernel also fixes the constant and the linear term that Poisson's equation leaves free. The two moments of interest are

$$Q=\int n(y)\,dy,\qquad D=\int y\,n(y)\,dy ,$$

the total charge and the dipole about the origin, both per unit area. All integrals run over the whole line. The density is continuous and vanishes for $|y|>c$.

The physical question comes from the projector augmented-wave (PAW) method. Inside a sphere around each atom, the true charge is replaced by a smooth one plus a compensation charge. Other spheres should not notice the replacement, so the difference between the two charges must produce no potential outside. Here $n$ plays the part of that difference, and the interval $[-c,c]$ that of the sphere. A point nucleus is not a continuous density, so in this model its charge is taken to be spread out.

**Claim.** $\varphi(x)=0$ for every $|x|>c$ if and only if $Q=0$ and $D=0$.

## Two moments fix the outside potential

Take $x\ge c$. Wherever there is charge, $y\le c\le x$, so $|x-y|=x-y$ and

$$\varphi(x)=-2\pi\int (x-y)\,n(y)\,dy=-2\pi\,(xQ-D).$$

For $x\le -c$ the distance is $y-x$ instead, and

$$\varphi(x)=-2\pi\,(D-xQ).$$

If $Q=D=0$, both expressions vanish. Conversely, suppose that $\varphi$ vanishes at one point $a\le -c$ and one point $b\ge c$, with $a<b$. Then

$$D-aQ=0,\qquad bQ-D=0 .$$

Adding the two equations gives $(b-a)Q=0$, so $Q=0$, and then $D=0$. One zero on each side is therefore enough.

The same argument compares two densities in the same interval. Let their moments be $Q_1,D_1$ and $Q_2,D_2$, and let their potentials agree at $R$ and $-R$, where $R=|c|+1$. Then

$$RQ_1-D_1=RQ_2-D_2,\qquad D_1+RQ_1=D_2+RQ_2 .$$

The sum gives $Q_1=Q_2$, and either equation then gives $D_1=D_2$. Equal moments in turn give equal outside potentials.

Neutrality alone does not suffice. With $Q=0$ the potential is $2\pi D$ on the right and $-2\pi D$ on the left, a step of $4\pi D$. If $D$ vanishes too, the interaction energy $\int m\,\varphi\,dx$ with any charge density $m$ that is zero on $[-c,c]$ vanishes, because at every point one of the two factors is zero.

A density that meets both conditions without being zero is

$$n(y)=\max(0,1-y^2)\,(1-5y^2).$$

On $[-1,1]$ it equals $1-6y^2+5y^4$, so

$$Q=\big[y-2y^3+y^5\big]_{-1}^{1}=0,\qquad D=\big[\tfrac12y^2-\tfrac32y^4+\tfrac56y^6\big]_{-1}^{1}=0 .$$

This density also shows what fails if the charge reaches beyond the interval. Take $c=\tfrac12$. Both moments still vanish, but for $\tfrac12<x<1$

$$\varphi(x)=-4\pi\int_x^1 (y-x)\,n(y)\,dy>0,$$

since $n<0$ there. Confinement to some bounded interval is thus not enough: the charge must lie within the same $[-c,c]$ outside which the potential is examined.

## The definitions in Lean

```lean
import Mathlib

open MeasureTheory Real

namespace PAWCompensationCharge

noncomputable section
```

A density is a function `n : ℝ → ℝ`, and the three quantities are integrals over the real line.

```lean
/-- Electrostatic potential (Gaussian units) at `x` of a charge density `n` that varies along
one direction only. -/
def potential (n : ℝ → ℝ) (x : ℝ) : ℝ := -2 * π * ∫ y, |x - y| * n y

/-- Total charge of the density `n`. -/
def totalCharge (n : ℝ → ℝ) : ℝ := ∫ y, n y

/-- Dipole moment of the density `n` about the origin. -/
def dipole (n : ℝ → ℝ) : ℝ := ∫ y, y * n y
```

In the theorems, `Continuous n` and `∀ y, c < |y| → n y = 0` express continuity and confinement. The sign of `c` is left open. For $c\le 0$ these hypotheses force $n=0$, and the statements hold trivially.

## Finite moments

```lean
/-- A continuous density confined to `[-c, c]` has a finite moment with any continuous weight. -/
theorem integrable_moment {n g : ℝ → ℝ} {c : ℝ} (hn : Continuous n)
    (hs : ∀ y, c < |y| → n y = 0) (hg : Continuous g) :
    Integrable (fun y => g y * n y) := by
  refine (hg.mul hn).integrable_of_hasCompactSupport
    (HasCompactSupport.intro (isCompact_Icc (a := -c) (b := c)) fun y hy => ?_)
  have h : c < |y| := by
    by_contra h
    exact hy (abs_le.mp (not_lt.mp h))
  show g y * n y = 0
  rw [hs y h, mul_zero]
```

The product of a continuous weight `g` and the density is continuous and vanishes outside the compact interval $[-c,c]$, hence it is integrable. This is the only use of continuity in the general argument. Integrability of the confined density would serve as well: it is what allows the integral of a difference to be split into two integrals.

## The potential on either side

```lean
/-- To the right of a continuous density confined to `[-c, c]`, the potential depends only on
its total charge and dipole. -/
theorem potential_right {n : ℝ → ℝ} {c x : ℝ} (hn : Continuous n)
    (hs : ∀ y, c < |y| → n y = 0) (hx : c ≤ x) :
    potential n x = -2 * π * (x * totalCharge n - dipole n) := by
  have h1 : Integrable (fun y => x * n y) :=
    integrable_moment (g := fun _ => x) hn hs continuous_const
  have h2 : Integrable (fun y => y * n y) :=
    integrable_moment (g := fun y => y) hn hs (by fun_prop)
  -- wherever there is charge, the distance is `x - y`
  have hf : (fun y => |x - y| * n y) = fun y => x * n y - y * n y := by
    funext y
    rcases le_or_gt |y| c with h | h
    · rw [abs_of_nonneg (by linarith [(abs_le.mp h).2])]
      ring
    · simp [hs y h]
  rw [potential, totalCharge, dipole, hf, integral_sub h1 h2, integral_const_mul]
```

The weights $x$ (a constant) and $y$ give the integrability facts `h1` and `h2`. The equation `hf` is the step $|x-y|\,n(y)=x\,n(y)-y\,n(y)$, proved by cases: for $|y|\le c$ the absolute value opens with a known sign, and for $|y|>c$ both sides are zero. The last line splits the integral and takes the constant $x$ out.

```lean
/-- To the left of a continuous density confined to `[-c, c]`, the potential is given by the
density's total charge and dipole alone. -/
theorem potential_left {n : ℝ → ℝ} {c x : ℝ} (hn : Continuous n)
    (hs : ∀ y, c < |y| → n y = 0) (hx : x ≤ -c) :
    potential n x = -2 * π * (dipole n - x * totalCharge n) := by
  have h1 : Integrable (fun y => x * n y) :=
    integrable_moment (g := fun _ => x) hn hs continuous_const
  have h2 : Integrable (fun y => y * n y) :=
    integrable_moment (g := fun y => y) hn hs (by fun_prop)
  -- wherever there is charge, the distance is `y - x`
  have hf : (fun y => |x - y| * n y) = fun y => y * n y - x * n y := by
    funext y
    rcases le_or_gt |y| c with h | h
    · rw [abs_of_nonpos (by linarith [(abs_le.mp h).1])]
      ring
    · simp [hs y h]
  rw [potential, totalCharge, dipole, hf, integral_sub h2 h1, integral_const_mul]
```

The left side differs only in the sign with which the absolute value opens. Both formulas include the edge points $x=\pm c$.

## Matching two densities

```lean
/-- Two continuous densities confined to `[-c, c]` have the same potential everywhere outside
if and only if they have the same total charge and the same dipole. -/
theorem same_exterior_potential_iff {n₁ n₂ : ℝ → ℝ} {c : ℝ}
    (hn₁ : Continuous n₁) (hs₁ : ∀ y, c < |y| → n₁ y = 0)
    (hn₂ : Continuous n₂) (hs₂ : ∀ y, c < |y| → n₂ y = 0) :
    (∀ x, c < |x| → potential n₁ x = potential n₂ x) ↔
      totalCharge n₁ = totalCharge n₂ ∧ dipole n₁ = dipole n₂ := by
  constructor
  · intro h
    have hp : -2 * π ≠ 0 := mul_ne_zero (by norm_num) Real.pi_ne_zero
    have hc := le_abs_self c
    have h0 := abs_nonneg c
    -- compare the potentials at one point on each side
    have hR := h (|c| + 1) (by rw [abs_of_nonneg (by linarith)]; linarith)
    have hL := h (-(|c| + 1)) (by rw [abs_neg, abs_of_nonneg (by linarith)]; linarith)
    rw [potential_right hn₁ hs₁ (by linarith), potential_right hn₂ hs₂ (by linarith)] at hR
    rw [potential_left hn₁ hs₁ (by linarith), potential_left hn₂ hs₂ (by linarith)] at hL
    have eR := mul_left_cancel₀ hp hR
    have eL := mul_left_cancel₀ hp hL
    have hQ : totalCharge n₁ = totalCharge n₂ := by
      have hne : |c| + 1 ≠ 0 := by positivity
      apply mul_left_cancel₀ hne
      linarith
    refine ⟨hQ, ?_⟩
    rw [hQ] at eR
    linarith
  · rintro ⟨hQ, hD⟩ x hx
    rcases lt_abs.mp hx with h | h
    · rw [potential_right hn₁ hs₁ h.le, potential_right hn₂ hs₂ h.le, hQ, hD]
    · rw [potential_left hn₁ hs₁ (by linarith), potential_left hn₂ hs₂ (by linarith), hQ, hD]
```

This is a one-dimensional matching rule for a compensation charge: `n₁` is the true charge, and `n₂` is the smooth charge plus compensation. Continuity and confinement together require both to fall to zero at the edges of the interval. In PAW the true and smooth charges are generally nonzero at the surface of the sphere and join there. Then it is their difference that is continuous and confined, and the theorem `exterior_potential_zero_iff` below applies to it. The forward direction evaluates the hypothesis at $\pm(|c|+1)$, cancels the factor $-2\pi$, and solves the two linear equations as above. The backward direction substitutes the equal moments into the formula for the relevant side.

## Zero potential and zero moments

```lean
/-- If the potential of a continuous density confined to `[-c, c]` vanishes at one point `a` to
its left and one point `b > a` to its right, then its total charge and dipole vanish. -/
theorem moments_zero_of_two_points {n : ℝ → ℝ} {a b c : ℝ} (hn : Continuous n)
    (hs : ∀ y, c < |y| → n y = 0) (hab : a < b) (ha : a ≤ -c) (hb : c ≤ b)
    (hφa : potential n a = 0) (hφb : potential n b = 0) :
    totalCharge n = 0 ∧ dipole n = 0 := by
  have hp : -2 * π ≠ 0 := mul_ne_zero (by norm_num) Real.pi_ne_zero
  rw [potential_left hn hs ha] at hφa
  rw [potential_right hn hs hb] at hφb
  have ea := (mul_eq_zero.mp hφa).resolve_left hp
  have eb := (mul_eq_zero.mp hφb).resolve_left hp
  -- adding the two conditions eliminates the dipole
  have hQ : totalCharge n = 0 := by
    have h : (b - a) * totalCharge n = 0 := by linear_combination ea + eb
    exact (mul_eq_zero.mp h).resolve_left (sub_ne_zero.mpr hab.ne')
  refine ⟨hQ, ?_⟩
  rw [hQ] at ea
  linarith
```

The line `linear_combination ea + eb` is the addition that eliminates the dipole. The hypothesis `a < b` then allows division by $b-a$; for $c>0$ it follows from the positions of the two points.

```lean
/-- The potential of a continuous density confined to `[-c, c]` vanishes everywhere outside if
and only if the density has zero total charge and zero dipole. -/
theorem exterior_potential_zero_iff {n : ℝ → ℝ} {c : ℝ} (hn : Continuous n)
    (hs : ∀ y, c < |y| → n y = 0) :
    (∀ x, c < |x| → potential n x = 0) ↔ totalCharge n = 0 ∧ dipole n = 0 := by
  constructor
  · intro h
    have hc := le_abs_self c
    have h0 := abs_nonneg c
    exact moments_zero_of_two_points (a := -(|c| + 1)) (b := |c| + 1) hn hs
      (by linarith) (by linarith) (by linarith)
      (h _ (by rw [abs_neg, abs_of_nonneg (by linarith)]; linarith))
      (h _ (by rw [abs_of_nonneg (by linarith)]; linarith))
  · rintro ⟨hQ, hD⟩ x hx
    rcases lt_abs.mp hx with h | h
    · rw [potential_right hn hs h.le, hQ, hD]
      ring
    · rw [potential_left hn hs (by linarith), hQ, hD]
      ring
```

This is the claim. Its forward direction applies the two-point result at $\pm(|c|+1)$, and its converse inserts $Q=D=0$ into the two side formulas.

The theorem concerns planar charge on an open line. The step from there to a real PAW sphere is the passage to three dimensions, where the outside potential of a confined charge depends on all its multipole moments, and every one of them must vanish.

## Interaction energy and dipole step

```lean
/-- A continuous density confined to `[-c, c]` with zero charge and zero dipole has no
electrostatic interaction energy with any density `m` that vanishes on `[-c, c]`. -/
theorem interaction_energy_zero {n m : ℝ → ℝ} {c : ℝ} (hn : Continuous n)
    (hs : ∀ y, c < |y| → n y = 0) (hQ : totalCharge n = 0) (hD : dipole n = 0)
    (hm : ∀ x, |x| ≤ c → m x = 0) : ∫ x, m x * potential n x = 0 := by
  have hf : (fun x => m x * potential n x) = fun _ => 0 := by
    funext x
    rcases le_or_gt |x| c with h | h
    · rw [hm x h, zero_mul]
    · rw [(exterior_potential_zero_iff hn hs).mpr ⟨hQ, hD⟩ x h, mul_zero]
  rw [hf, integral_zero]
```

The integrand is shown to be zero at each point, so `m` needs neither continuity nor bounded support.

```lean
/-- Across a neutral continuous density confined to `[-c, c]` the potential rises by `4π` times
the dipole. -/
theorem dipole_potential_step {n : ℝ → ℝ} {c x : ℝ} (hn : Continuous n)
    (hs : ∀ y, c < |y| → n y = 0) (hQ : totalCharge n = 0) (hx : c ≤ x) :
    potential n x - potential n (-x) = 4 * π * dipole n := by
  rw [potential_right hn hs hx, potential_left hn hs (by linarith), hQ]
  ring
```

The step is taken between the mirror points $-x$ and $x$. It follows from subtracting the two side formulas with $Q=0$.

## A nonzero density with both moments zero

```lean
/-- A model charge density on `[-1, 1]`: a positive core with negative flanks. -/
def modelCharge (y : ℝ) : ℝ := max 0 (1 - y ^ 2) * (1 - 5 * y ^ 2)
```

In the PAW picture, `modelCharge` plays the part of the difference between true and replacement charge. A PAW compensation charge itself generally has nonzero moments, namely those that the smooth charge lacks.

```lean
/-- A moment of the model charge with continuous weight `g` is the difference between the
values at `1` and `-1` of an antiderivative `G` of the weighted polynomial. -/
theorem modelCharge_moment {g G : ℝ → ℝ} (hg : Continuous g)
    (hG : ∀ y, HasDerivAt G (g y * ((1 - y ^ 2) * (1 - 5 * y ^ 2))) y) :
    ∫ y, g y * modelCharge y = G 1 - G (-1) := by
  have hsupp : Function.support (fun y => g y * modelCharge y) ⊆ Set.Ioc (-1) 1 := by
    intro y hy
    by_contra h
    apply hy
    have h1 : 1 - y ^ 2 ≤ 0 := by
      rcases le_or_gt y (-1) with h2 | h2
      · nlinarith
      · have h3 : 1 < y := by
          by_contra h4
          exact h ⟨h2, not_lt.mp h4⟩
        nlinarith
    show g y * modelCharge y = 0
    rw [modelCharge, max_eq_left h1]
    ring
  have hcongr : Set.EqOn (fun y => g y * modelCharge y)
      (fun y => g y * ((1 - y ^ 2) * (1 - 5 * y ^ 2))) (Set.uIcc (-1) 1) := by
    intro y hy
    rw [Set.uIcc_of_le (by norm_num)] at hy
    have h1 : 0 ≤ 1 - y ^ 2 := by nlinarith [hy.1, hy.2]
    show g y * modelCharge y = g y * ((1 - y ^ 2) * (1 - 5 * y ^ 2))
    rw [modelCharge, max_eq_right h1]
  rw [← intervalIntegral.integral_eq_integral_of_support_subset hsupp,
    intervalIntegral.integral_congr hcongr]
  exact intervalIntegral.integral_eq_sub_of_hasDerivAt (fun y _ => hG y)
    (Continuous.intervalIntegrable (by fun_prop) _ _)
```

The lemma evaluates any moment in three moves. It restricts the integral to $(-1,1]$, since the density vanishes elsewhere; it replaces the maximum by $1-y^2$ there; and it applies the fundamental theorem of calculus to the antiderivative `G`.

```lean
/-- The model charge is continuous, confined to `[-1, 1]`, equal to one at the origin, and has
zero total charge and zero dipole. -/
theorem modelCharge_witness :
    Continuous modelCharge ∧ (∀ y, 1 < |y| → modelCharge y = 0) ∧ modelCharge 0 = 1 ∧
      totalCharge modelCharge = 0 ∧ dipole modelCharge = 0 := by
  refine ⟨by unfold modelCharge; fun_prop, fun y hy => ?_, by norm_num [modelCharge], ?_, ?_⟩
  · have h1 : 1 - y ^ 2 ≤ 0 := by nlinarith [sq_abs y]
    rw [modelCharge, max_eq_left h1, zero_mul]
  · have h := modelCharge_moment (g := fun _ => 1) (G := fun y => y - 2 * y ^ 3 + y ^ 5)
      continuous_const (fun y => (((hasDerivAt_id' y).fun_sub
        ((hasDerivAt_pow 3 y).const_mul 2)).fun_add (hasDerivAt_pow 5 y)).congr_deriv
          (by norm_num; ring))
    simp only [one_mul] at h
    rw [totalCharge, h]
    norm_num
  · have h := modelCharge_moment (g := fun y => y)
      (G := fun y => 1 / 2 * y ^ 2 - 3 / 2 * y ^ 4 + 5 / 6 * y ^ 6)
      (by fun_prop) (fun y => ((((hasDerivAt_pow 2 y).const_mul (1 / 2)).fun_sub
        ((hasDerivAt_pow 4 y).const_mul (3 / 2))).fun_add
          ((hasDerivAt_pow 6 y).const_mul (5 / 6))).congr_deriv (by norm_num; ring))
    rw [dipole, h]
    norm_num

end

end PAWCompensationCharge
```

The two antiderivatives supplied are those of the derivation by hand. The value one at the origin shows that the density is not the zero function.

```lean
#print axioms PAWCompensationCharge.same_exterior_potential_iff
-- 'PAWCompensationCharge.same_exterior_potential_iff' depends on axioms: [propext, Classical.choice, Quot.sound]
#print axioms PAWCompensationCharge.exterior_potential_zero_iff
-- 'PAWCompensationCharge.exterior_potential_zero_iff' depends on axioms: [propext, Classical.choice, Quot.sound]
#print axioms PAWCompensationCharge.interaction_energy_zero
-- 'PAWCompensationCharge.interaction_energy_zero' depends on axioms: [propext, Classical.choice, Quot.sound]
#print axioms PAWCompensationCharge.dipole_potential_step
-- 'PAWCompensationCharge.dipole_potential_step' depends on axioms: [propext, Classical.choice, Quot.sound]
```

## Moments in a PAW calculation

In an electronic-structure calculation with PAW, the result appears as a rule for building the compensation charge, of which the theorems treat the one-dimensional form with two moments. For each atom, the dataset supplies, directly or through its partial waves, the multipole moments of products of true partial waves minus products of smooth ones. Weighted with the current on-site occupancies, they give the valence part of the moments that must be compensated. The charge of the core and nucleus is either included in the compensation charge or represented by a smooth charge of its own, depending on the formulation. The compensation charge is assembled from fixed shape functions localized in the sphere, up to a cutoff in angular momentum.

The smooth density plus compensation charge, together with the separate smooth core charge if there is one, enters the Poisson equation for the whole system. The remaining electrostatic correction is evaluated sphere by sphere on radial grids, with no terms between different spheres. Since the compensation charges move with their atoms, their derivative with respect to the atomic positions enters the forces.
